# The Rodrigues formula for rotations of three real orbitals

A rotation among three real orbitals is generated by a real antisymmetric 3×3 matrix K, built here from a rotation vector `u` of unit length. The theorem `rodrigues` states that for every real angle θ the exponential of θK equals 1 + sin θ K + (1 − cos θ) K². No Hamiltonian or electron interaction enters. The attempt multiplies exp(θK) by the quadratic polynomial with the sign of the sine term reversed, and shows by differentiation that this product is 1 at every angle. It then uses the fact that the two quadratic polynomials multiply to 1 to recover the formula.

As first written in Lean, the proof fails:

```lean
import Mathlib

open Matrix

namespace BoundedOrbitalRotation

noncomputable section

/-- The antisymmetric generator of orbital rotations with rotation vector `v`. -/
def generator (v : Fin 3 → ℝ) : Matrix (Fin 3) (Fin 3) ℝ :=
  !![0, -v 2, v 1; v 2, 0, -v 0; -v 1, v 0, 0]

/-- The generator of a unit rotation vector satisfies `K³ = -K`. -/
theorem generator_cube (u : Fin 3 → ℝ) (hu : u 0 ^ 2 + u 1 ^ 2 + u 2 ^ 2 = 1) :
    generator u * (generator u * generator u) = -generator u := by
  have h : generator u * (generator u * generator u) =
      -((u 0 ^ 2 + u 1 ^ 2 + u 2 ^ 2) • generator u) := by
    ext i j
    fin_cases i <;> fin_cases j <;>
      simp [generator, Matrix.mul_apply, Fin.sum_univ_three] <;> ring
  rwa [hu, one_smul] at h

/-- The product of two quadratic polynomials in a unit generator that differ in the sign
of the linear term. -/
theorem quadratic_product (u : Fin 3 → ℝ) (hu : u 0 ^ 2 + u 1 ^ 2 + u 2 ^ 2 = 1) (a b : ℝ) :
    (1 - a • generator u + b • (generator u * generator u)) *
      (1 + a • generator u + b • (generator u * generator u)) =
      1 + (2 * b - a ^ 2 - b ^ 2) • (generator u * generator u) := by
  have hK := generator_cube u hu
  generalize generator u = K at hK ⊢
  have h3 : K * K * K = -K := by rw [mul_assoc, hK]
  have h4 : K * K * (K * K) = -(K * K) := by rw [mul_assoc, hK, mul_neg]
  simp only [mul_add, add_mul, sub_mul, one_mul, mul_one, smul_mul_assoc,
    mul_smul_comm, hK, h3, h4]
  module

section

attribute [local instance] Matrix.linftyOpNormedRing Matrix.linftyOpNormedAlgebra

/-- Rodrigues formula: the exponential of `θ` times a unit generator is a quadratic
polynomial in that generator. -/
theorem rodrigues (u : Fin 3 → ℝ) (hu : u 0 ^ 2 + u 1 ^ 2 + u 2 ^ 2 = 1) (θ : ℝ) :
    NormedSpace.exp (θ • generator u) = 1 + Real.sin θ • generator u +
      (1 - Real.cos θ) • (generator u * generator u) := by
  have hK := generator_cube u hu
  have hinv := quadratic_product u hu (Real.sin θ) (1 - Real.cos θ)
  have h0 : 2 * (1 - Real.cos θ) - Real.sin θ ^ 2 - (1 - Real.cos θ) ^ 2 = 0 := by
    linear_combination -Real.sin_sq_add_cos_sq θ
  rw [h0, zero_smul, add_zero] at hinv
  generalize generator u = K at hK hinv ⊢
  -- the exponential times the inverse of the claimed formula does not depend on the angle
  have hd : ∀ t : ℝ, HasDerivAt (fun s : ℝ => NormedSpace.exp (s • K) *
      (1 - Real.sin s • K + (1 - Real.cos s) • (K * K))) 0 t := by
    intro t
    have hG := (((Real.hasDerivAt_sin t).smul_const K).const_sub 1).fun_add
      (((Real.hasDerivAt_cos t).const_sub 1).smul_const (K * K))
    refine ((hasDerivAt_exp_smul_const K t).fun_mul hG).congr_deriv ?_
    have h1 : K * (1 - Real.sin t • K + (1 - Real.cos t) • (K * K)) =
        Real.cos t • K - Real.sin t • (K * K) := by
      rw [mul_add, mul_sub, mul_one, mul_smul_comm, mul_smul_comm, hK]
      module
    have h2 : (Real.cos t • K - Real.sin t • (K * K)) +
        (-(Real.cos t • K) + (- -Real.sin t) • (K * K)) = 0 := by module
    rw [mul_assoc, h1, ← mul_add, h2, mul_zero]
  have hc := is_const_of_deriv_eq_zero (fun t => (hd t).differentiableAt)
    (fun t => (hd t).deriv) θ 0
  simp only [zero_smul, NormedSpace.exp_zero, Real.sin_zero, Real.cos_zero, sub_self,
    sub_zero, add_zero, mul_one] at hc
  rw [← mul_one (NormedSpace.exp (θ • K)), ← hinv, ← mul_assoc, hc, one_mul]

end

end

end BoundedOrbitalRotation
```

Compiling this gives:

```
Main.lean:45:56: error: unsolved goals
u : Fin 3 → ℝ
hu : u 0 ^ 2 + u 1 ^ 2 + u 2 ^ 2 = 1
θ : ℝ
h0 : 2 * (1 - Real.cos θ) - Real.sin θ ^ 2 - (1 - Real.cos θ) ^ 2 = 0
K : Matrix (Fin 3) (Fin 3) ℝ
hK : K * (K * K) = -K
hinv : (1 - Real.sin θ • K + (1 - Real.cos θ) • (K * K)) * (1 + Real.sin θ • K + (1 - Real.cos θ) • (K * K)) = 1
hd : ∀ (t : ℝ), HasDerivAt (fun s => NormedSpace.exp (s • K) * (1 - Real.sin s • K + (1 - Real.cos s) • (K * K))) 0 t
hc : NormedSpace.exp (θ • K) * (1 - Real.sin θ • K + (1 - Real.cos θ) • (K * K)) = 1
⊢ 1 + Real.sin θ • K + (1 - Real.cos θ) • (K * K) =
    (1 - Real.sin θ • K + (1 - Real.cos θ) • (K * K)) * (1 + Real.sin θ • K + (1 - Real.cos θ) • (K * K)) +
        Real.sin θ • K +
      (1 - Real.cos θ) • (K * K)
```

Fix (accepted with no message):

```diff
@@ -68,5 +68,9 @@
   simp only [zero_smul, NormedSpace.exp_zero, Real.sin_zero, Real.cos_zero, sub_self,
     sub_zero, add_zero, mul_one] at hc
-  rw [← mul_one (NormedSpace.exp (θ • K)), ← hinv, ← mul_assoc, hc, one_mul]
+  calc NormedSpace.exp (θ • K) = NormedSpace.exp (θ • K) *
+        ((1 - Real.sin θ • K + (1 - Real.cos θ) • (K * K)) *
+          (1 + Real.sin θ • K + (1 - Real.cos θ) • (K * K))) := by rw [hinv, mul_one]
+    _ = 1 + Real.sin θ • K + (1 - Real.cos θ) • (K * K) := by
+        rw [← mul_assoc, hc, one_mul]
 
 end
```

The error reports a goal left open at the end of the proof. The facts `hinv` and `hc` are both in place; what fails is the last `rw`. Its first step turns the exponential into the exponential times 1, and `← hinv` is meant to replace that 1 by the product of the two polynomials. But `rw` rewrites every instance of its pattern, and the pattern here is the identity matrix, which also stands as the first term of the formula on the right-hand side. That term is replaced too. The remaining steps reduce the left side to the desired formula, while the right side still has the product in place of its leading 1, so the two sides do not match syntactically and `rw` cannot close the goal by reflexivity.

The repair writes the intermediate expression out in a `calc`. Its first step uses `hinv` forwards, turning the product into 1, which `mul_one` removes. The second regroups with `← mul_assoc` and applies `hc` and `one_mul`. Neither step expands a 1, so the formula on the right stays intact.
